# Effective Bohr radius and Rydberg by rescaling the radial Coulomb equation

Take the hydrogen binding energy, multiply it by the effective mass m, divide it by the dielectric constant κ because the Coulomb attraction is divided by it, and the donor level comes out too deep by a factor κ. For an effective mass m = 0.1 and κ = 10 this gives 0.005 hartree, where the effective-mass equation gives 0.0005. The missing factor comes from the orbit: a weaker attraction also spreads the wave function over a larger radius. Length and energy have to be rescaled together.

In atomic units, with m in electron masses, put

a = κ/m, Ry = m/(2κ²).

For m, κ > 0, a function u satisfies

−u'' + (l(l+1)/r² − 2/r) u = e u

on r > 0 if and only if w(r) = u(r/a) satisfies

−w''/(2m) + (l(l+1)/(2m r²) − 1/(κ r)) w = e Ry w

there. For a single carrier in one isotropic parabolic band, bound by a Coulomb attraction with constant κ, one solution of the hydrogen problem therefore serves all values of m and κ. The same equation describes the relative motion of an electron and a hole in a simple exciton, with m the reduced mass.

## Two derivatives at every positive radius

```lean
import Mathlib

namespace ShallowImpurity

noncomputable section

/-- The function `u` is twice differentiable on `r > 0` and satisfies the radial equation
`-T u'' + V u = E u` there. -/
def IsRadialSolution (T : ℝ) (V : ℝ → ℝ) (E : ℝ) (u : ℝ → ℝ) : Prop :=
  ∃ u₁ u₂ : ℝ → ℝ, ∀ r, 0 < r →
    HasDerivAt u (u₁ r) r ∧ HasDerivAt u₁ (u₂ r) r ∧ -T * u₂ r + V r * u r = E * u r
```

Here u is the radial function multiplied by r, which is why no first-derivative term appears. `IsRadialSolution T V E u` says that there are functions u₁ and u₂ which are the first and second derivatives of u at every r > 0, and that −T u₂ + V u = E u holds there. Values at r ≤ 0 play no part, although the Lean functions are defined on all of ℝ.

Physically, the two derivatives exclude a kink. A continuous function that solves the equation on both sides of some radius but has a kink there, at a nonzero value, belongs to a different Hamiltonian, with an extra delta-shaped shell at that radius. The derivation uses differentiability in the chain rule. The proof must also produce the derivatives of the rescaled function, since they are part of being a solution.

There is no condition at r = 0 or at infinity, and no normalisation. The parameter e may thus be any real number, and the equivalence concerns solutions of the differential equation, bound or not. Even u = 0 qualifies.

## One isotropic mass and one dielectric constant

```lean
/-- Centrifugal plus Coulomb potential in dimensionless form. -/
def reducedPotential (l : ℕ) (r : ℝ) : ℝ := l * (l + 1) / r ^ 2 - 2 / r

/-- Centrifugal plus screened Coulomb potential for a carrier of effective mass `m` in a medium
of dielectric constant `κ`, in atomic units. -/
def impurityPotential (m κ : ℝ) (l : ℕ) (r : ℝ) : ℝ :=
  l * (l + 1) / (2 * m * r ^ 2) - 1 / (κ * r)

/-- The effective Bohr radius `κ / m`. -/
def effectiveBohrRadius (m κ : ℝ) : ℝ := κ / m

/-- The effective Rydberg energy `m / (2 κ²)`. -/
def effectiveRydberg (m κ : ℝ) : ℝ := m / (2 * κ ^ 2)
```

The dimensionless potential has kinetic coefficient 1 and Coulomb coefficient 2, so its energies are in Rydbergs. The impurity potential is in hartree, its kinetic coefficient is 1/(2m), and energies are measured from the band edge. At m = κ = 1 the units reduce to 1 bohr and 1/2 hartree.

These definitions contain the physical assumptions: a singly charged centre, a parabolic isotropic band, and screening by a constant κ at all distances. They are postulated here and not derived from a crystal Hamiltonian. Anisotropic masses, degenerate bands and the short-range potential of the impurity core are not covered.

The states used later as explicit solutions are

u(x) = x^(l+1) exp(−x/(l+1)).

```lean
/-- The nodeless radial function `x^(l+1) exp(-x/(l+1))` of angular momentum `l`. -/
def circularState (l : ℕ) (x : ℝ) : ℝ := x ^ (l + 1) * Real.exp (-x / ((l : ℝ) + 1))
```

## Kinetic energy, potential and total energy scaled by one factor

Let u solve the equation with T, V and E, and set v(r) = u(cr) with c > 0. The chain rule gives

v'(r) = c u'(cr), v''(r) = c² u''(cr).

Suppose that, for some number s,

T' c² = s T, V'(r) = s V(cr), E' = s E,

where the primes on T, V and E only mark the new quantities. Then

−T' v''(r) + V'(r) v(r)
= −T' c² u''(cr) + s V(cr) u(cr)
= s [−T u''(cr) + V(cr) u(cr)]
= s E u(cr)
= E' v(r).

```lean
/-- A dilation of the radial coordinate carries solutions to solutions when the kinetic
coefficient, the potential and the energy are scaled accordingly. -/
theorem IsRadialSolution.dilate {T T' E E' c s : ℝ} {V V' u v : ℝ → ℝ} (hc : 0 < c)
    (hT : T' * c ^ 2 = s * T) (hV : ∀ r, 0 < r → V' r = s * V (c * r)) (hE : E' = s * E)
    (hv : v = fun r => u (c * r)) (h : IsRadialSolution T V E u) :
    IsRadialSolution T' V' E' v := by
  obtain ⟨u₁, u₂, h⟩ := h
  subst hv
  refine ⟨fun r => c * u₁ (c * r), fun r => c ^ 2 * u₂ (c * r), fun r hr => ?_⟩
  obtain ⟨h1, h2, h3⟩ := h (c * r) (mul_pos hc hr)
  have hl : HasDerivAt (fun x : ℝ => c * x) c r := by
    simpa using (hasDerivAt_id' r).const_mul c
  -- each derivative brings down one factor of the dilation
  have k1 := h1.comp r hl
  have k2 := (h2.comp r hl).const_mul c
  have e2 : c * (u₂ (c * r) * c) = c ^ 2 * u₂ (c * r) := by ring
  refine ⟨k1.congr_deriv (mul_comm _ _), k2.congr_deriv e2, ?_⟩
  show -T' * (c ^ 2 * u₂ (c * r)) + V' r * u (c * r) = E' * u (c * r)
  rw [hV r hr, hE]
  linear_combination s * h3 - u₂ (c * r) * hT
```

The hypotheses `hT`, `hV` and `hE` are the three scaling conditions, and `hv` names the dilated function. The proof supplies c u₁(cr) and c² u₂(cr) as the new derivatives and obtains them by composing with the map x ↦ cx. The final `linear_combination` takes s times the old equation and uses `hT` to replace the kinetic coefficient, as in the second and third lines above.

The condition `hc` keeps cr in the region where the old equation is known; for negative c, v would sample u at negative arguments, about which nothing is assumed. The potential condition is the restrictive one. An attraction −exp(−qr)/(κr), for instance, turns under the same change of length into one that still contains the dimensionless number qa, so no single parameter-free equation covers all hosts.

## Positive mass and positive dielectric constant

Positive m describes a carrier near a band minimum, and positive κ means that the medium does not reverse the attraction; it weakens it when κ > 1. Together they make a a positive length.

To go from the dimensionless equation to the impurity equation, take c = 1/a = m/κ and s = Ry. The kinetic condition holds because

(1/(2m)) (m/κ)² = m/(2κ²) = Ry,

and the potential condition because

Ry [l(l+1) κ²/(m² r²) − 2κ/(m r)] = l(l+1)/(2m r²) − 1/(κ r).

The energy becomes e Ry. For the return, take c = a and s = 1/Ry = 2κ²/m. The kinetic condition then reads

κ²/m² = (2κ²/m) (1/(2m)),

the potential condition is the previous identity solved for the dimensionless potential, the energy returns to e, and w(ar) = u(ar/a) = u(r).

```lean
/-- Effective-mass scaling: `u` solves the dimensionless Coulomb problem with eigenvalue `e`
exactly when `u`, with lengths measured in effective Bohr radii, solves the impurity problem
with energy `e` effective Rydbergs. -/
theorem reduced_iff_impurity {m κ : ℝ} (hm : 0 < m) (hκ : 0 < κ) (l : ℕ) (e : ℝ)
    (u : ℝ → ℝ) :
    IsRadialSolution 1 (reducedPotential l) e u ↔
      IsRadialSolution (1 / (2 * m)) (impurityPotential m κ l) (e * effectiveRydberg m κ)
        (fun r => u (r / effectiveBohrRadius m κ)) := by
  have hm0 := hm.ne'
  have hκ0 := hκ.ne'
  constructor
  · -- dilation by the inverse Bohr radius
    refine IsRadialSolution.dilate (c := m / κ) (s := m / (2 * κ ^ 2)) (by positivity)
      ?_ ?_ ?_ ?_
    · field_simp
    · intro r hr
      have hr0 := hr.ne'
      simp only [impurityPotential, reducedPotential]
      field_simp
    · simp only [effectiveRydberg]
      ring
    · funext r
      congr 1
      simp only [effectiveBohrRadius]
      field_simp
  · -- dilation back by the Bohr radius
    refine IsRadialSolution.dilate (c := κ / m) (s := 2 * κ ^ 2 / m) (by positivity)
      ?_ ?_ ?_ ?_
    · field_simp
    · intro r hr
      have hr0 := hr.ne'
      simp only [impurityPotential, reducedPotential]
      field_simp
    · simp only [effectiveRydberg]
      field_simp
    · funext r
      congr 1
      simp only [effectiveBohrRadius]
      field_simp
```

The statement holds for every natural number l, every real e and every function u. Its two halves are two applications of `IsRadialSolution.dilate` with these values of c and s. In each, `positivity` uses `hm` and `hκ` to show that the dilation factor is positive, and `field_simp` uses the fact that m and κ are nonzero to verify the scaling identities.

If exactly one of m and κ is negative, a is negative, and u(r/a) at positive r depends only on values of u that the dimensionless equation leaves free. The equivalence then fails. If both are negative the algebra still works, but Ry is negative and the pair no longer describes an ordinary carrier in a dielectric.

## A length unit that is not zero

The values of a and Ry can also be found by matching coefficients. Measure length in a unit b and energy in a unit R. The kinetic coefficient becomes 1/(2m b²) and the Coulomb coefficient 1/(κ b). The dimensionless equation requires

1/(2m b²) = R, 1/(κ b) = 2R.

Inserting the first equation into the second gives 1/(κ b) = 1/(m b²), hence b = κ/m, and then R = m/(2κ²).

```lean
/-- A length `b` and an energy `R` match the kinetic coefficient to `R` and the Coulomb
coefficient to `2 R` exactly when they are the effective Bohr radius and Rydberg. -/
theorem units_unique {m κ b R : ℝ} (hm : 0 < m) (hκ : 0 < κ) (hb : 0 < b) :
    (1 / (2 * m * b ^ 2) = R ∧ 1 / (κ * b) = 2 * R) ↔
      (b = effectiveBohrRadius m κ ∧ R = effectiveRydberg m κ) := by
  have hm0 := hm.ne'
  have hκ0 := hκ.ne'
  have hb0 := hb.ne'
  simp only [effectiveBohrRadius, effectiveRydberg]
  constructor
  · rintro ⟨h1, h2⟩
    have hbm : b = κ / m := by
      rw [← h1] at h2
      field_simp at h2 ⊢
      linarith
    refine ⟨hbm, ?_⟩
    rw [← h1, hbm]
    field_simp
  · rintro ⟨rfl, rfl⟩
    constructor <;> field_simp
```

The theorem states this in both directions: the two matching conditions hold exactly for the effective Bohr radius and Rydberg. The proof eliminates R, clears denominators to find b, and substitutes back; the converse is direct simplification. The hypothesis `hb` says that b is a length. Without it the Lean statement would be false, because division by zero returns zero and b = R = 0 would satisfy both conditions.

## Angular momentum as a natural number

Write n = l + 1 and u(x) = xⁿ exp(−x/n). Its logarithmic derivative is

u'/u = n/x − 1/n.

Differentiating u' = (n/x − 1/n) u once more gives

u'' = [−n/x² + (n/x − 1/n)²] u
= [n(n−1)/x² − 2/x + 1/n²] u.

Since n(n−1) = l(l+1), the bracket is the dimensionless potential plus 1/n², and therefore

−u'' + (l(l+1)/x² − 2/x) u = −u/n².

```lean
/-- The nodeless function of angular momentum `l` solves the dimensionless Coulomb problem with
eigenvalue `-1/(l+1)²`. -/
theorem circularState_solves (l : ℕ) :
    IsRadialSolution 1 (reducedPotential l) (-1 / ((l : ℝ) + 1) ^ 2) (circularState l) := by
  have hN : (l : ℝ) + 1 ≠ 0 := by positivity
  -- the logarithmic derivative is (l+1)/x - 1/(l+1)
  have hu : ∀ x : ℝ, 0 < x → HasDerivAt (circularState l)
      ((((l : ℝ) + 1) * x⁻¹ - 1 / ((l : ℝ) + 1)) * circularState l x) x := by
    intro x hx
    have hx0 := hx.ne'
    have h1 := hasDerivAt_pow (l + 1) x
    have h2 : HasDerivAt (fun y : ℝ => Real.exp (-y / ((l : ℝ) + 1)))
        (Real.exp (-x / ((l : ℝ) + 1)) * (-1 / ((l : ℝ) + 1))) x :=
      ((hasDerivAt_id' x).fun_neg.div_const _).exp
    have h3 := h1.fun_mul h2
    refine h3.congr_deriv ?_
    simp only [circularState, Nat.add_sub_cancel, Nat.cast_add, Nat.cast_one, pow_succ]
    generalize Real.exp (-x / ((l : ℝ) + 1)) = E
    field_simp
    ring
  refine ⟨fun x => (((l : ℝ) + 1) * x⁻¹ - 1 / ((l : ℝ) + 1)) * circularState l x,
    fun x => (((l : ℝ) + 1) * (-(x ^ 2)⁻¹)) * circularState l x +
      (((l : ℝ) + 1) * x⁻¹ - 1 / ((l : ℝ) + 1)) *
        ((((l : ℝ) + 1) * x⁻¹ - 1 / ((l : ℝ) + 1)) * circularState l x),
    fun x hx => ⟨hu x hx, ?_, ?_⟩⟩
  · have hg := ((hasDerivAt_inv hx.ne').const_mul ((l : ℝ) + 1)).sub_const
      (1 / ((l : ℝ) + 1))
    exact hg.fun_mul (hu x hx)
  · have hx0 := hx.ne'
    simp only [reducedPotential]
    generalize circularState l x = U
    field_simp
    ring
```

In the proof, `hu` establishes the logarithmic-derivative formula from the power, exponential and product rules. The second derivative comes from the product rule applied to that formula, and `field_simp` with `ring` checks the last identity after the common factor u has been replaced by a single symbol.

That l is a natural number expresses the quantisation of orbital angular momentum in three dimensions. The derivation needs it only to make n nonzero and xⁿ an ordinary power, and the proof uses it in the same two places. At l = −1 the decay rate 1/n would lose its meaning.

```lean
/-- For each angular momentum `l` the impurity problem has the nodeless solution of energy
`-1/(l+1)²` effective Rydbergs, with lengths measured in effective Bohr radii. -/
theorem impurity_levels {m κ : ℝ} (hm : 0 < m) (hκ : 0 < κ) (l : ℕ) :
    IsRadialSolution (1 / (2 * m)) (impurityPotential m κ l)
      (-1 / ((l : ℝ) + 1) ^ 2 * effectiveRydberg m κ)
      (fun r => circularState l (r / effectiveBohrRadius m κ)) :=
  (reduced_iff_impurity hm hκ l _ _).mp (circularState_solves l)
```

This is the forward half of the equivalence applied to the explicit state. The impurity equation has the solution u(r/a) with energy −Ry/(l+1)², so for l = 0 the level lies one effective Rydberg below the band edge. Within this one-carrier model, these energies give a radial solver exact values to reproduce. The function is positive for r > 0, vanishes at the origin and decays exponentially, as a nodeless bound state should, though the theorem itself asserts only the differential equation. Bound states with radial nodes are not constructed.

## Radii from zero outward

The function u is not normalised. With n = l + 1, the normalised radial density is

P(r) = (r/a)²ⁿ exp(−2r/(na)) / [a (2n)! (n/2)²ⁿ⁺¹].

The denominator does not depend on r, so the peak can be located from u² alone. With x = r/a,

u(x) = [x exp(−x/n²)]ⁿ.

The inequality 1 + t ≤ exp(t) at t = x/n² − 1 gives

x/n² ≤ exp(x/n² − 1).

Multiplying by n² exp(−x/n²) yields

x exp(−x/n²) ≤ n² exp(−1),

and the right-hand side is the value of the left-hand side at x = n². For x ≥ 0 both sides are nonnegative, so raising them to the power n and then squaring preserves the inequality. The density is therefore largest at r = (l+1)² a, which for l = 0 is the effective Bohr radius itself.

```lean
/-- Over `r ≥ 0`, the square of the unnormalised function `circularState l`, with lengths measured
in effective Bohr radii, attains its maximum at `(l+1)²` effective Bohr radii. -/
theorem radial_density_peak {m κ r : ℝ} (hm : 0 < m) (hκ : 0 < κ) (hr : 0 ≤ r) (l : ℕ) :
    circularState l (r / effectiveBohrRadius m κ) ^ 2 ≤
      circularState l
        (((l : ℝ) + 1) ^ 2 * effectiveBohrRadius m κ / effectiveBohrRadius m κ) ^ 2 := by
  have ha : 0 < effectiveBohrRadius m κ := div_pos hκ hm
  have hN : (l : ℝ) + 1 ≠ 0 := by positivity
  have hN2 : 0 < ((l : ℝ) + 1) ^ 2 := by positivity
  rw [mul_div_cancel_right₀ _ ha.ne']
  have hx : 0 ≤ r / effectiveBohrRadius m κ := div_nonneg hr ha.le
  generalize r / effectiveBohrRadius m κ = x at hx
  -- the state is the (l+1)-th power of x exp(-x/(l+1)²)
  have hform : ∀ y : ℝ, circularState l y =
      (y * Real.exp (-y / ((l : ℝ) + 1) ^ 2)) ^ (l + 1) := by
    intro y
    have harg : ((l + 1 : ℕ) : ℝ) * (-y / ((l : ℝ) + 1) ^ 2) = -y / ((l : ℝ) + 1) := by
      push_cast
      field_simp
    rw [mul_pow, ← Real.exp_nat_mul, harg, circularState]
  have hbound : x ≤ ((l : ℝ) + 1) ^ 2 * Real.exp (x / ((l : ℝ) + 1) ^ 2 - 1) := by
    have h := Real.add_one_le_exp (x / ((l : ℝ) + 1) ^ 2 - 1)
    have h' : x / ((l : ℝ) + 1) ^ 2 ≤ Real.exp (x / ((l : ℝ) + 1) ^ 2 - 1) := by linarith
    exact (div_le_iff₀' hN2).mp h'
  have hkey : x * Real.exp (-x / ((l : ℝ) + 1) ^ 2) ≤
      ((l : ℝ) + 1) ^ 2 * Real.exp (-((l : ℝ) + 1) ^ 2 / ((l : ℝ) + 1) ^ 2) := by
    have harg : x / ((l : ℝ) + 1) ^ 2 - 1 + -x / ((l : ℝ) + 1) ^ 2 =
        -((l : ℝ) + 1) ^ 2 / ((l : ℝ) + 1) ^ 2 := by
      rw [neg_div, neg_div, div_self hN2.ne']
      ring
    have h := mul_le_mul_of_nonneg_right hbound
      (Real.exp_pos (-x / ((l : ℝ) + 1) ^ 2)).le
    rwa [mul_assoc, ← Real.exp_add, harg] at h
  rw [hform x, hform (((l : ℝ) + 1) ^ 2)]
  exact pow_le_pow_left₀ (by positivity) (pow_le_pow_left₀ (by positivity) hkey _) 2

end

end ShallowImpurity
```

The theorem compares the squared state at any r ≥ 0 with its value at (l+1)² a; it does not say that the maximum is attained only there. In the proof, `hform` rewrites the state as an n-th power, `hbound` is the exponential inequality, `hkey` is the inequality after multiplication, and `pow_le_pow_left₀` takes the powers.

The hypothesis `hr` restricts r to actual radii, and it is what makes the base of the power nonnegative. The formula for u² grows without bound as r → −∞, so the inequality fails for sufficiently negative r.

```lean
#print axioms ShallowImpurity.units_unique
#print axioms ShallowImpurity.impurity_levels
#print axioms ShallowImpurity.radial_density_peak
```

```
'ShallowImpurity.units_unique' depends on axioms: [propext, Classical.choice, Quot.sound]
'ShallowImpurity.impurity_levels' depends on axioms: [propext, Classical.choice, Quot.sound]
'ShallowImpurity.radial_density_peak' depends on axioms: [propext, Classical.choice, Quot.sound]
```
